# For positive densities, the Finnis–Sinclair attractive energy is a maximum over pairwise energies

Let atom $i$ have density $\rho_i=\sum_{j\neq i} f_{ij}$, where the contribution $f_{ij}$ of atom $j$ depends only on the distance between atoms $i$ and $j$, and suppose that every $\rho_i$ is positive. Then

$$-\sum_i\sqrt{\rho_i}\;=\;\max_{s_i>0}\;\Big[-\sum_i\Big(s_i\rho_i+\frac{1}{4s_i}\Big)\Big],$$

and the maximum is attained only at $s_i=1/(2\sqrt{\rho_i})$. For fixed multipliers $s_i$, the bracket is a sum of pair potentials minus a term that depends on the multipliers alone.

For this square-root model, the result means that the optimal multipliers of one configuration with positive densities give a pairwise lower bound on the attractive energy of any other configuration of the same atoms with non-negative densities. If the contributions are also differentiable, the optimal multipliers of a configuration with positive densities give the exact forces of its attractive energy in pairwise form.

## The model and its energies

The atoms are the elements of a finite type `ι`, and `f i j` is the real number $f_{ij}$. No positions appear: a configuration enters only through these numbers.

In Lean 4 with Mathlib:

```lean
import Mathlib

open Finset

namespace FinnisSinclairVariational

noncomputable section

variable {ι : Type*} [Fintype ι] [DecidableEq ι]
```

The sum over `univ.erase i` runs over all atoms except $i$, so a diagonal value `f i i` has no effect.

```lean
/-- The density at atom `i`: the sum of the contributions `f i j` of all other atoms `j`. -/
def density (f : ι → ι → ℝ) (i : ι) : ℝ := ∑ j ∈ univ.erase i, f i j
```

The square root is postulated. It is the form that a second-moment tight-binding model gives for the bond energy of an atom, with $f_{ij}$ in the role of a squared hopping integral. A positive prefactor $A$ is covered by replacing $f_{ij}$ with $A^2f_{ij}$, since $A\sqrt{\rho_i}=\sqrt{A^2\rho_i}$. With that choice $f_{ij}$ has the dimension of energy squared and $s_i$ that of inverse energy. The repulsive pair energy of a complete Finnis–Sinclair potential is left out; it does not depend on the multipliers and would add the same amount to both sides.

```lean
/-- The Finnis-Sinclair attractive energy, minus the sum of the square roots of the densities. -/
def fsEnergy (f : ι → ι → ℝ) : ℝ := -∑ i, √(density f i)
```

Write $E$ for this energy, $T(s)$ for the trial energy and $s_i^*=1/(2\sqrt{\rho_i})$ for the optimal multiplier. In the file they are `fsEnergy f`, `trialEnergy f s` and `optimalMultiplier f i`.

```lean
/-- The trial energy for given multipliers `s i`, an affine function of the densities. -/
def trialEnergy (f : ι → ι → ℝ) (s : ι → ℝ) : ℝ :=
  -∑ i, (s i * density f i + 1 / (4 * s i))

/-- The multiplier `1 / (2 √ρ)` of each atom, with `ρ` its density. -/
def optimalMultiplier (f : ι → ι → ℝ) (i : ι) : ℝ := 1 / (2 * √(density f i))
```

The last definition is the pair potential $V_{ij}=-(s_if_{ij}+s_jf_{ji})$. It is symmetric under exchange of $i$ and $j$ even when $f$ is not.

```lean
/-- The effective pair potential between atoms `i` and `j` at fixed multipliers. -/
def pairPotential (f : ι → ι → ℝ) (s : ι → ℝ) (i j : ι) : ℝ :=
  -(s i * f i j + s j * f j i)
```

The assumptions are taken in turn below. Of the examples that show what fails without them, only the case of zero density is a theorem of the file; the others are short calculus arguments.

## Positive multipliers

A multiplier $s_i$ is the weight with which the density at atom $i$ lowers the trial energy. Positivity means that more density gives more binding, as it does in the square-root law.

By hand, the assumption enters when the square is completed for one atom. For $s>0$ and $\rho\geq 0$,

$$s\Big(\sqrt\rho-\frac1{2s}\Big)^2
=s(\sqrt\rho)^2-2s\sqrt\rho\,\frac{1}{2s}+\frac{s}{4s^2}
=s\rho-\sqrt\rho+\frac1{4s}.$$

The expansion needs only $s\neq0$. The sign of $s$ matters afterwards, because it makes the left-hand side non-negative.

The lemma `site_gap` is this identity. Its proof derives `s ≠ 0` from `0 < s`, expands the square with `field_simp` and `ring`, and then replaces $(\sqrt\rho)^2$ by $\rho$.

```lean
/-- For `ρ ≥ 0` and `s > 0`, the difference between `s * ρ + 1 / (4 * s)` and `√ρ` is `s` times an
explicit square. -/
theorem site_gap {ρ s : ℝ} (hρ : 0 ≤ ρ) (hs : 0 < s) :
    s * ρ + 1 / (4 * s) - √ρ = s * (√ρ - 1 / (2 * s)) ^ 2 := by
  have hne : s ≠ 0 := hs.ne'
  have h : s * (√ρ - 1 / (2 * s)) ^ 2 = s * √ρ ^ 2 - √ρ + 1 / (4 * s) := by
    field_simp
    ring
  rw [h, Real.sq_sqrt hρ]
  ring
```

If negative multipliers were allowed, there would be no maximum. For $s<0$ the contribution of one atom to the trial energy is $-s\rho-1/(4s)=|s|\rho+1/(4|s|)$, which grows without limit as $s$ approaches zero from below.

## Non-negative densities

Physically, $\rho_i\geq0$ says that the surroundings of an atom supply a density whose square root is real. The individual contributions may have either sign, as long as their sum at each atom is not negative.

The derivation uses this in the step $(\sqrt{\rho})^2=\rho$. Summing the one-atom identity over all atoms gives the exact gap:

$$E-T(s)=\sum_i\Big(s_i\rho_i+\frac1{4s_i}-\sqrt{\rho_i}\Big)=\sum_i s_i\Big(\sqrt{\rho_i}-\frac{1}{2s_i}\Big)^2 .$$

Every term on the right is non-negative, so $T(s)\leq E$ for all positive multipliers.

In the file, `Real.sq_sqrt hρ` in `site_gap` carries out the step that needs $\rho\geq0$. The theorem `energy_gap` applies `site_gap` to each atom through `Finset.sum_congr`, splits the sum and unfolds the two energies.

```lean
/-- For non-negative densities and positive multipliers, the Finnis-Sinclair energy minus the trial
energy is a sum over atoms of the multiplier times a square. -/
theorem energy_gap (f : ι → ι → ℝ) (s : ι → ℝ) (hρ : ∀ i, 0 ≤ density f i)
    (hs : ∀ i, 0 < s i) :
    fsEnergy f - trialEnergy f s = ∑ i, s i * (√(density f i) - 1 / (2 * s i)) ^ 2 := by
  have h : ∑ i, s i * (√(density f i) - 1 / (2 * s i)) ^ 2
      = ∑ i, (s i * density f i + 1 / (4 * s i) - √(density f i)) :=
    Finset.sum_congr rfl fun i _ => (site_gap (hρ i) (hs i)).symm
  rw [h, Finset.sum_sub_distrib]
  unfold fsEnergy trialEnergy
  ring
```

With a negative density at some atom, $\sqrt{\rho_i}$ is no longer a real energy. The trial energy also loses its upper bound, since $-s_i\rho_i$ is then positive and grows without limit as $s_i\to\infty$.

## Strictly positive densities

A positive density means that the atom contributes a strictly negative term $-\sqrt{\rho_i}$ to the attractive energy. An atom beyond the cutoff distance of all others has zero density. So does a single atom on its own, which means that a non-empty system needs at least two atoms to satisfy the assumption.

The upper bound needs only $\rho_i\geq0$. Strict positivity is what allows the bound to be reached. The gap vanishes exactly when each of its non-negative terms vanishes. Since $s_i>0$, this requires

$$\sqrt{\rho_i}=\frac1{2s_i}\quad\text{for every } i.$$

For $\rho_i>0$ this equation has the single solution $s_i=1/(2\sqrt{\rho_i})=s_i^*$, which is itself positive and therefore an admissible multiplier.

The theorem `trialEnergy_eq_iff` proves both directions. From equal energies, `Finset.sum_eq_zero_iff_of_nonneg` shows that the gap vanishes atom by atom; since the factor `s i` is not zero, the square must be, and solving for `s i` gives the optimal multiplier. In the other direction, the optimal multipliers are inserted and every square becomes zero. This is where the proof uses $\sqrt{\rho_i}\neq0$.

```lean
/-- With positive densities and multipliers, a trial energy equals the Finnis-Sinclair energy
exactly when every multiplier is `1 / (2 √ρ)`. -/
theorem trialEnergy_eq_iff (f : ι → ι → ℝ) (s : ι → ℝ) (hρ : ∀ i, 0 < density f i)
    (hs : ∀ i, 0 < s i) :
    trialEnergy f s = fsEnergy f ↔ s = optimalMultiplier f := by
  have gap := energy_gap f s (fun i => (hρ i).le) hs
  constructor
  · intro h
    rw [h, sub_self] at gap
    -- a vanishing sum of non-negative terms vanishes atom by atom
    have hz := (Finset.sum_eq_zero_iff_of_nonneg
      (fun i _ => mul_nonneg (hs i).le (sq_nonneg _))).1 gap.symm
    funext i
    have hne : s i ≠ 0 := (hs i).ne'
    have h1 : √(density f i) - 1 / (2 * s i) = 0 := by
      rcases mul_eq_zero.1 (hz i (Finset.mem_univ i)) with h0 | h0
      · exact absurd h0 hne
      · exact (pow_eq_zero_iff two_ne_zero).1 h0
    unfold optimalMultiplier
    rw [sub_eq_zero.1 h1]
    field_simp
  · intro h
    have hz : ∑ i, s i * (√(density f i) - 1 / (2 * s i)) ^ 2 = 0 := by
      refine Finset.sum_eq_zero fun i _ => ?_
      have hne : √(density f i) ≠ 0 := (Real.sqrt_pos.2 (hρ i)).ne'
      have h1 : 1 / (2 * s i) = √(density f i) := by
        rw [h]
        unfold optimalMultiplier
        field_simp
      rw [h1]
      simp
    rw [hz] at gap
    linarith
```

The main theorem, `fsEnergy_isGreatest`, collects these facts. The set `trialEnergy f '' {s | ∀ i, 0 < s i}` contains all values that the trial energy takes on positive multipliers. `IsGreatest` says that $E$ belongs to this set and that no member exceeds it. The second half of the statement says that, among positive multipliers, only $s^*$ gives the value $E$.

The proof first uses `hρ` to show that each $s_i^*$ is positive. Membership then follows from `trialEnergy_eq_iff`, and the upper bound from `energy_gap` together with the non-negativity of each term.

```lean
/-- Variational representation: for positive densities the Finnis-Sinclair energy is the maximum
of the trial energy over positive multipliers, attained only at `1 / (2 √ρ)`. -/
theorem fsEnergy_isGreatest (f : ι → ι → ℝ) (hρ : ∀ i, 0 < density f i) :
    IsGreatest (trialEnergy f '' {s | ∀ i, 0 < s i}) (fsEnergy f) ∧
      ∀ s : ι → ℝ, (∀ i, 0 < s i) →
        (trialEnergy f s = fsEnergy f ↔ s = optimalMultiplier f) := by
  have hpos : ∀ i, 0 < optimalMultiplier f i := by
    intro i
    have h := Real.sqrt_pos.2 (hρ i)
    unfold optimalMultiplier
    positivity
  refine ⟨⟨⟨optimalMultiplier f, hpos, (trialEnergy_eq_iff f _ hρ hpos).2 rfl⟩, ?_⟩,
    fun s hs => trialEnergy_eq_iff f s hρ hs⟩
  rintro _ ⟨s, hs, rfl⟩
  have gap := energy_gap f s (fun i => (hρ i).le) hs
  have h0 : 0 ≤ ∑ i, s i * (√(density f i) - 1 / (2 * s i)) ^ 2 :=
    Finset.sum_nonneg fun i _ => mul_nonneg (hs i).le (sq_nonneg _)
  linarith
```

Suppose instead that $\rho_k=0$ for some atom $k$, while all other densities are non-negative. The term of that atom in the gap is

$$s_k\Big(0-\frac1{2s_k}\Big)^2=\frac1{4s_k}>0,$$

so every trial energy lies strictly below $E$. The next theorem states this, and its proof uses `Finset.sum_pos'`: a sum of non-negative terms with one positive term is positive.

```lean
/-- If some atom has zero density, every trial energy with positive multipliers lies strictly
below the Finnis-Sinclair energy. -/
theorem trialEnergy_lt_of_density_eq_zero (f : ι → ι → ℝ) (s : ι → ℝ)
    (hρ : ∀ i, 0 ≤ density f i) (hs : ∀ i, 0 < s i) (k : ι) (hk : density f k = 0) :
    trialEnergy f s < fsEnergy f := by
  have gap := energy_gap f s hρ hs
  have h0 : 0 < ∑ i, s i * (√(density f i) - 1 / (2 * s i)) ^ 2 := by
    refine Finset.sum_pos' (fun i _ => mul_nonneg (hs i).le (sq_nonneg _))
      ⟨k, Finset.mem_univ k, ?_⟩
    have hsk := hs k
    rw [hk, Real.sqrt_zero, zero_sub, neg_sq]
    positivity
  linarith
```

The energy $E$ is then still the least upper bound. Letting $s_k\to\infty$ at each atom of zero density, with $s_i=s_i^*$ at the others, closes the gap in the limit, but no finite multiplier reaches it.

## Contributions without symmetry

Nothing requires $f_{ij}=f_{ji}$. In an alloy, the density that a nickel atom supplies at an aluminium atom may differ from the density supplied in the reverse direction. The bound and the condition for equality involve only the total densities, so they are unaffected.

The pair form allows for the asymmetry by using both contributions. Inserting the definition of the density and exchanging the names of the two summation labels gives

$$\sum_i s_i\rho_i=\sum_i\sum_{j\neq i}s_if_{ij}=\sum_i\sum_{j\neq i}s_jf_{ji}.$$

Half the sum of the two double sums is again $\sum_is_i\rho_i$, hence

$$\frac12\sum_i\sum_{j\neq i}V_{ij}=-\sum_i s_i\rho_i .$$

The factor $\tfrac12$ is there because the double sum visits each pair of atoms twice.

In `sum_pairPotential`, the exchange of labels is `hswap`, proved with `Finset.sum_comm'`. Its side condition is that $j\neq i$ and $i\neq j$ select the same pairs.

```lean
/-- Summed over all pairs, the effective pair potential gives minus the densities weighted by
their multipliers. -/
theorem sum_pairPotential (f : ι → ι → ℝ) (s : ι → ℝ) :
    (1 / 2) * ∑ i, ∑ j ∈ univ.erase i, pairPotential f s i j
      = -∑ i, s i * density f i := by
  -- exchange the labels of the two atoms in the double sum
  have hswap : ∑ i, ∑ j ∈ univ.erase i, s j * f j i
      = ∑ j, ∑ i ∈ univ.erase j, s j * f j i := by
    refine Finset.sum_comm' ?_
    intro i j
    simp only [Finset.mem_univ, Finset.mem_erase, true_and, and_true]
    exact ne_comm
  simp only [pairPotential, density, Finset.sum_neg_distrib, Finset.sum_add_distrib,
    Finset.mul_sum]
  rw [hswap]
  ring
```

Subtracting $\sum_i 1/(4s_i)$ from both sides gives the trial energy:

$$T(s)=\frac12\sum_i\sum_{j\neq i}V_{ij}-\sum_i\frac1{4s_i}.$$

This identity needs no condition on the signs of the densities or the multipliers. At fixed $s$, its last term is a constant that exerts no force. The many-body character of $E$ lies in the optimal multipliers, which change with the configuration.

```lean
/-- Each trial energy is a sum of pair potentials over all pairs of atoms, minus a term that
depends on the multipliers alone. -/
theorem trialEnergy_pairwise (f : ι → ι → ℝ) (s : ι → ℝ) :
    trialEnergy f s = (1 / 2) * ∑ i, ∑ j ∈ univ.erase i, pairPotential f s i j
      - ∑ i, 1 / (4 * s i) := by
  rw [sum_pairPotential]
  unfold trialEnergy
  rw [Finset.sum_add_distrib]
  ring
```

## Differentiable contributions along a path

The last theorem lets the contributions depend on a real parameter $u$, for example one Cartesian coordinate of one atom. It assumes that each $f_{ij}(u)$ with $j\neq i$ has a derivative $f'_{ij}$ at $u=t$. Physically, the contributions vary smoothly enough at that configuration for a force to exist. The densities must be positive at $t$ itself; no condition is placed on them elsewhere.

By hand, the density is a finite sum, so $\rho_i'=\sum_{j\neq i}f'_{ij}$. The chain rule for the square root then gives, at $u=t$,

$$\frac{dE}{du}=-\sum_i\frac{\rho_i'}{2\sqrt{\rho_i}}=-\sum_i s_i^*\rho_i'
=-\frac12\sum_i\sum_{j\neq i}\big(s_i^*f'_{ij}+s_j^*f'_{ji}\big).$$

The last step is the pair identity of `sum_pairPotential`, applied to $f'$ in place of $f$. The multipliers take their optimal values at $t$ and are not differentiated. When $u$ is an atomic coordinate, minus this derivative is the corresponding component of the force from the attractive energy.

The proof follows the same order. `hd` differentiates each density using `hf`, and `hsum` applies the chain rule, where `(hρ i).ne'` supplies the non-zero density. After the change of sign, `sum_pairPotential` turns the result into a sum over pairs.

```lean
/-- Where the densities are positive and the contributions are differentiable along a path of
configurations, the derivative of the Finnis-Sinclair energy is a sum over pairs, built from the
derivatives `f'` with the multipliers held at `1 / (2 √ρ)`. -/
theorem hasDerivAt_fsEnergy (f : ℝ → ι → ι → ℝ) (f' : ι → ι → ℝ) (t : ℝ)
    (hf : ∀ i j, j ≠ i → HasDerivAt (fun u => f u i j) (f' i j) t)
    (hρ : ∀ i, 0 < density (f t) i) :
    HasDerivAt (fun u => fsEnergy (f u))
      ((1 / 2) * ∑ i, ∑ j ∈ univ.erase i,
        pairPotential f' (optimalMultiplier (f t)) i j) t := by
  have hd : ∀ i, HasDerivAt (fun u => density (f u) i) (density f' i) t := by
    intro i
    unfold density
    exact HasDerivAt.fun_sum fun j hj => hf i j (Finset.ne_of_mem_erase hj)
  -- chain rule for the square root at each atom
  have hsum : HasDerivAt (fun u => ∑ i, √(density (f u) i))
      (∑ i, density f' i / (2 * √(density (f t) i))) t :=
    HasDerivAt.fun_sum fun i _ => (hd i).sqrt (hρ i).ne'
  have h : HasDerivAt (fun u => fsEnergy (f u))
      (-∑ i, density f' i / (2 * √(density (f t) i))) t := hsum.fun_neg
  refine h.congr_deriv ?_
  rw [sum_pairPotential]
  congr 1
  refine Finset.sum_congr rfl fun i _ => ?_
  unfold optimalMultiplier
  ring

end

end FinnisSinclairVariational
```

Each assumption guards against a different failure. A contribution that jumps at a cutoff has no derivative there, so the formula has no $f'_{ij}$ to use. At zero density the square root itself can produce a kink: two atoms with $f_{12}=f_{21}=u^2$ have smooth contributions, but their energy is $-2|u|$, which has no derivative at $u=0$.

```lean
#print axioms FinnisSinclairVariational.fsEnergy_isGreatest
-- 'FinnisSinclairVariational.fsEnergy_isGreatest' depends on axioms: [propext, Classical.choice, Quot.sound]
#print axioms FinnisSinclairVariational.trialEnergy_lt_of_density_eq_zero
-- 'FinnisSinclairVariational.trialEnergy_lt_of_density_eq_zero' depends on axioms: [propext, Classical.choice, Quot.sound]
#print axioms FinnisSinclairVariational.trialEnergy_pairwise
-- 'FinnisSinclairVariational.trialEnergy_pairwise' depends on axioms: [propext, Classical.choice, Quot.sound]
#print axioms FinnisSinclairVariational.hasDerivAt_fsEnergy
-- 'FinnisSinclairVariational.hasDerivAt_fsEnergy' depends on axioms: [propext, Classical.choice, Quot.sound]
```
